# Overlap of normalised Gaussian radial projectors

The nonlocal part of a separable pseudopotential acts in angular-momentum channel $l$ as $V=\sum_{ij}|p_i\rangle h_{ij}\langle p_j|$, with radial projectors $p_i$ and coupling matrix $h$. The Gaussian projectors treated here are normalised but not orthogonal, so on a state $\sum_k u_kp_k$ the operator maps the coefficient vector $u$ to $hSu$, where $S_{ij}=\int_0^\infty p_ip_jr^2\,dr$. For one atom, one channel and one radius, a code can fill $S$ from the closed form below, for instance with a log-Gamma routine, and compare a radial quadrature against $S_{12}=\sqrt{3/5}$ at $l=0$.

## Statement

For a radius $a>0$, an integer $l\ge0$ and an index $i\ge1$, let $f_i(r)=r^{l+2i-2}e^{-r^2/2a^2}$, and write $\langle f,g\rangle=\int_0^\infty fg\,r^2dr$ and $\Gamma_i=\Gamma(l+2i-\tfrac12)$. If $p=cf_i$ and $q=df_j$ on $r>0$ with constants $c,d>0$ and $\langle p,p\rangle=\langle q,q\rangle=1$, then
$$\langle p,q\rangle=\frac{\Gamma(l+i+j-\frac12)}{\sqrt{\Gamma_i\Gamma_j}},$$
whatever $a$ is. Spherical harmonics and projectors on different atoms are not treated.

In Lean 4 with Mathlib:

```lean
import Mathlib

open Real MeasureTheory Set

namespace GaussianProjectors

noncomputable section
```

`shape a l i` is the unnormalised $f_i$, and `overlap` is $\langle\cdot,\cdot\rangle$ for real functions.

```lean
/-- Unnormalised radial shape `r^(l+2i-2) exp(-r²/(2a²))` of the `i`-th projector (`i ≥ 1`)
in angular-momentum channel `l` with radius `a`. -/
def shape (a : ℝ) (l i : ℕ) (r : ℝ) : ℝ :=
  r ^ (l + 2 * (i - 1)) * exp (-r ^ 2 / (2 * a ^ 2))

/-- Radial overlap integral `∫₀^∞ f(r) g(r) r² dr`. -/
def overlap (f g : ℝ → ℝ) : ℝ :=
  ∫ r in Ioi (0 : ℝ), f r * g r * r ^ 2
```

`IsGaussProjector` bundles proportionality, sign and normalisation.

```lean
/-- `p` is a positive multiple of the `i`-th Gaussian shape on `r > 0` and is normalised by
`∫₀^∞ p² r² dr = 1`. -/
def IsGaussProjector (a : ℝ) (l i : ℕ) (p : ℝ → ℝ) : Prop :=
  ∃ c : ℝ, 0 < c ∧ (∀ r, 0 < r → p r = c * shape a l i r) ∧ overlap p p = 1
```

`normConst` and `explicitProjector` give one explicit normalised choice.

```lean
/-- The constant `√2 / (a^(l+2i-1/2) √Γ(l+2i-1/2))`. -/
def normConst (a : ℝ) (l i : ℕ) : ℝ :=
  √2 / (a ^ ((l : ℝ) + 2 * i - 1 / 2) * √(Gamma ((l : ℝ) + 2 * i - 1 / 2)))

/-- The Gaussian shape multiplied by `normConst`. -/
def explicitProjector (a : ℝ) (l i : ℕ) (r : ℝ) : ℝ :=
  normConst a l i * shape a l i r
```

## Positive radius

The length $a$ sets the range of the projector. By hand, $t=r^2/a^2$ gives $r=at^{1/2}$ and $dr=\tfrac a2t^{-1/2}dt$, which uses $a>0$, and for integer $n\ge0$
$$\int_0^\infty r^ne^{-r^2/a^2}dr=\frac{a^{n+1}}2\int_0^\infty t^{(n-1)/2}e^{-t}dt=\frac{a^{n+1}}2\,\Gamma\!\left(\frac{n+1}2\right).$$
`gaussian_moment` takes this from `integral_rpow_mul_exp_neg_mul_rpow` with $b=a^{-2}$; `ha` supplies $b>0$ and, in `h2`, the identity $b^{-(n+1)/2}=a^{n+1}$. For $a<0$ the shapes would be those of $|a|$, but this formula would assign a negative value to the even moments.

```lean
/-- Gaussian moment: `∫₀^∞ rⁿ exp(-r²/a²) dr = a^(n+1) Γ((n+1)/2) / 2` for `a > 0`. -/
theorem gaussian_moment {a : ℝ} (ha : 0 < a) (n : ℕ) :
    ∫ r in Ioi (0 : ℝ), r ^ n * exp (-r ^ 2 / a ^ 2)
      = a ^ (n + 1) / 2 * Gamma (((n : ℝ) + 1) / 2) := by
  have hn : (0 : ℝ) ≤ n := Nat.cast_nonneg n
  have hq : (-1 : ℝ) < n := by linarith
  have hb : 0 < (a ^ 2)⁻¹ := by positivity
  have h := integral_rpow_mul_exp_neg_mul_rpow (p := 2) (q := (n : ℝ)) (b := (a ^ 2)⁻¹)
    two_pos hq hb
  have h1 : ∀ x : ℝ, x ^ n * exp (-x ^ 2 / a ^ 2)
      = x ^ (n : ℝ) * exp (-(a ^ 2)⁻¹ * x ^ (2 : ℝ)) := by
    intro x
    have e : -x ^ 2 / a ^ 2 = -(a ^ 2)⁻¹ * x ^ 2 := by ring
    rw [rpow_natCast, rpow_two, e]
  have h0 : (a ^ 2)⁻¹ = a ^ (-2 : ℝ) := by rw [rpow_neg ha.le, rpow_two]
  have h2 : ((a ^ 2)⁻¹) ^ (-((n : ℝ) + 1) / 2) = a ^ (n + 1) := by
    rw [h0, ← rpow_mul ha.le, ← rpow_natCast a (n + 1)]
    congr 1
    push_cast
    ring
  simp_rw [h1]
  rw [h, h2]
  ring
```

## One channel, one radius

Both projectors carry the same `l` and `a`. The powers of $r$ add, and with a common radius the exponentials merge into $e^{-r^2/a^2}$: $f_if_jr^2=r^{2l+2i+2j-2}e^{-r^2/a^2}$. The next two lemmas are stated for projectors `i + 1` and `j + 1`, so their exponent reads $2l+2i+2j+2$. In `shape_mul` the merging is `exp_add`. With two radii one would expect the overlap to depend on their ratio.

```lean
/-- The shapes `i+1` and `j+1` times `r²` multiply to `r^(2l+2i+2j+2) exp(-r²/a²)`. -/
theorem shape_mul (a : ℝ) (l i j : ℕ) (r : ℝ) :
    shape a l (i + 1) r * shape a l (j + 1) r * r ^ 2
      = r ^ (2 * l + 2 * i + 2 * j + 2) * exp (-r ^ 2 / a ^ 2) := by
  have h : exp (-r ^ 2 / a ^ 2) = exp (-r ^ 2 / (2 * a ^ 2)) * exp (-r ^ 2 / (2 * a ^ 2)) := by
    rw [← exp_add]
    congr 1
    ring
  simp only [shape, Nat.add_sub_cancel]
  rw [h]
  generalize exp (-r ^ 2 / (2 * a ^ 2)) = E
  ring
```

`shape_integrable` shows that these overlap integrals converge; the later proofs do not call it.

```lean
/-- For `a > 0` the overlap integrand of the shapes `i+1` and `j+1` is integrable on `(0,∞)`. -/
theorem shape_integrable {a : ℝ} (ha : 0 < a) (l i j : ℕ) :
    IntegrableOn (fun r => shape a l (i + 1) r * shape a l (j + 1) r * r ^ 2) (Ioi 0) := by
  have hn : (0 : ℝ) ≤ ((2 * l + 2 * i + 2 * j + 2 : ℕ) : ℝ) := Nat.cast_nonneg _
  have hq : (-1 : ℝ) < ((2 * l + 2 * i + 2 * j + 2 : ℕ) : ℝ) := by linarith
  have hb : 0 < (a ^ 2)⁻¹ := by positivity
  have h := integrableOn_rpow_mul_exp_neg_mul_sq hb hq
  have e : (fun r => shape a l (i + 1) r * shape a l (j + 1) r * r ^ 2)
      = fun r : ℝ => r ^ ((2 * l + 2 * i + 2 * j + 2 : ℕ) : ℝ) * exp (-(a ^ 2)⁻¹ * r ^ 2) := by
    funext r
    have e' : -r ^ 2 / a ^ 2 = -(a ^ 2)⁻¹ * r ^ 2 := by ring
    rw [shape_mul, rpow_natCast, e']
  rw [e]
  exact h
```

## Indices from one

The condition $i\ge1$ makes $f_i$ equal to $r^l$ times a function regular at the origin. With $n=2l+2i+2j-2$, the moment gives
$$\langle f_i,f_j\rangle=\frac{a^{2(l+i+j)}}{2a}\,\Gamma(l+i+j-\tfrac12).$$
`overlap_shape` uses `hi` and `hj` to write the indices as successors; `e1` matches the Gamma argument and `e2` the power of $a$. The main proof uses them again for $\Gamma_i,\Gamma_j>0$, since the arguments are at least $3/2$. At $i=0$ the natural-number difference `i - 1` is $0$, so shape $0$ coincides with shape $1$; for $l=1$, $j=1$ the two projectors would be equal, whereas the formula would read $1/\sqrt3$.

```lean
/-- For `a > 0` and `i, j ≥ 1`, the overlap of the unnormalised shapes `i` and `j` is `a^(2(l+i+j)) Γ(l+i+j-1/2) / (2a)`. -/
theorem overlap_shape {a : ℝ} (ha : 0 < a) (l : ℕ) {i j : ℕ} (hi : 1 ≤ i) (hj : 1 ≤ j) :
    overlap (shape a l i) (shape a l j)
      = a ^ (2 * (l + i + j)) / (2 * a) * Gamma ((l : ℝ) + i + j - 1 / 2) := by
  obtain ⟨i, rfl⟩ : ∃ k, i = k + 1 := ⟨i - 1, by omega⟩
  obtain ⟨j, rfl⟩ : ∃ k, j = k + 1 := ⟨j - 1, by omega⟩
  have e1 : (((2 * l + 2 * i + 2 * j + 2 : ℕ) : ℝ) + 1) / 2
      = (l : ℝ) + ((i + 1 : ℕ) : ℝ) + ((j + 1 : ℕ) : ℝ) - 1 / 2 := by
    push_cast
    ring
  have e2 : a ^ (2 * l + 2 * i + 2 * j + 2 + 1) / 2
      = a ^ (2 * (l + (i + 1) + (j + 1))) / (2 * a) := by
    rw [div_eq_div_iff two_ne_zero (mul_pos two_pos ha).ne']
    ring
  unfold overlap
  simp_rw [shape_mul]
  rw [gaussian_moment ha, e1, e2]
```

## Proportionality on $r>0$

The projector is fixed up to a constant wherever the integral samples it, and its values at $r\le0$ are free. By hand, $\langle p,q\rangle=cd\,\langle f_i,f_j\rangle$. `overlap_scale` compares the integrands on `Ioi 0` by `setIntegral_congr_fun` and pulls $cd$ out. Without the Gaussian form, normalisation alone would only bound the overlap in absolute value by one.

```lean
/-- If `p = c f` and `q = d g` on `r > 0`, the overlap of `p` and `q` is `c d` times that of
`f` and `g`. -/
theorem overlap_scale {p q f g : ℝ → ℝ} {c d : ℝ} (hp : ∀ r, 0 < r → p r = c * f r)
    (hq : ∀ r, 0 < r → q r = d * g r) : overlap p q = c * d * overlap f g := by
  unfold overlap
  rw [← integral_const_mul]
  refine setIntegral_congr_fun measurableSet_Ioi (fun r hr => ?_)
  show p r * q r * r ^ 2 = c * d * (f r * g r * r ^ 2)
  rw [hp r hr, hq r hr]
  ring
```

## Normalisation and sign

Normalisation fixes $c^2$ and $d^2$:
$$c^2\frac{a^{2(l+2i)}}{2a}\Gamma_i=1,\qquad d^2\frac{a^{2(l+2j)}}{2a}\Gamma_j=1.$$
Put $M=cd\,a^{2(l+i+j)}/(2a)$, so that $\langle p,q\rangle=M\,\Gamma(l+i+j-\tfrac12)$. The exponents add to $2(l+2i)+2(l+2j)=4(l+i+j)$, so the product of the two conditions is $M^2\Gamma_i\Gamma_j=1$. This is `hsq`, from `hpn` and `hqn`. Without normalisation $M$ stays free, and $c$, $d$, $a$ remain in the overlap.

The sign condition is a phase convention. From $c,d,a>0$ follows $M>0$, so the root is $M\sqrt{\Gamma_i\Gamma_j}=+1$, and the formula follows. In `overlap_projector`, `hnn` is the non-negativity, `hone` the root, and `linear_combination` multiplies it by the numerator `G`. Without $c>0$, $-p$ would qualify too and would reverse the sign of the overlap. These remarks on weakened hypotheses are informal arguments, not theorems of the file.

```lean
/-- Positive normalised Gaussian projectors `i, j ≥ 1` of the same channel and radius have
overlap `Γ(l+i+j-1/2) / √(Γ(l+2i-1/2) Γ(l+2j-1/2))`. -/
theorem overlap_projector {a : ℝ} (ha : 0 < a) {l i j : ℕ} (hi : 1 ≤ i) (hj : 1 ≤ j)
    {p q : ℝ → ℝ} (hp : IsGaussProjector a l i p) (hq : IsGaussProjector a l j q) :
    overlap p q = Gamma ((l : ℝ) + i + j - 1 / 2)
      / √(Gamma ((l : ℝ) + 2 * i - 1 / 2) * Gamma ((l : ℝ) + 2 * j - 1 / 2)) := by
  obtain ⟨c, hc, hpc, hpn⟩ := hp
  obtain ⟨d, hd, hqd, hqn⟩ := hq
  have hl : (0 : ℝ) ≤ l := Nat.cast_nonneg l
  have hi' : (1 : ℝ) ≤ i := by exact_mod_cast hi
  have hj' : (1 : ℝ) ≤ j := by exact_mod_cast hj
  have hGi : 0 < Gamma ((l : ℝ) + 2 * i - 1 / 2) := Gamma_pos_of_pos (by linarith)
  have hGj : 0 < Gamma ((l : ℝ) + 2 * j - 1 / 2) := Gamma_pos_of_pos (by linarith)
  have ei : (l : ℝ) + i + i - 1 / 2 = l + 2 * i - 1 / 2 := by ring
  have ej : (l : ℝ) + j + j - 1 / 2 = l + 2 * j - 1 / 2 := by ring
  rw [overlap_scale hpc hpc, overlap_shape ha l hi hi, ei] at hpn
  rw [overlap_scale hqd hqd, overlap_shape ha l hj hj, ej] at hqn
  rw [overlap_scale hpc hqd, overlap_shape ha l hi hj]
  generalize Gamma ((l : ℝ) + 2 * i - 1 / 2) = Gi at hGi hpn ⊢
  generalize Gamma ((l : ℝ) + 2 * j - 1 / 2) = Gj at hGj hqn ⊢
  generalize Gamma ((l : ℝ) + i + j - 1 / 2) = G
  have hs : 0 < √(Gi * Gj) := sqrt_pos.mpr (mul_pos hGi hGj)
  -- the product of the two normalisation conditions; the powers of `a` match
  have hsq : (c * d * (a ^ (2 * (l + i + j)) / (2 * a)) * √(Gi * Gj)) ^ 2 = 1 := by
    rw [mul_pow, sq_sqrt (mul_pos hGi hGj).le]
    calc (c * d * (a ^ (2 * (l + i + j)) / (2 * a))) ^ 2 * (Gi * Gj)
        = (c * c * (a ^ (2 * (l + i + i)) / (2 * a) * Gi))
          * (d * d * (a ^ (2 * (l + j + j)) / (2 * a) * Gj)) := by ring
      _ = 1 := by rw [hpn, hqn, one_mul]
  -- positivity of the constants fixes the sign of the root
  have hnn : 0 ≤ c * d * (a ^ (2 * (l + i + j)) / (2 * a)) * √(Gi * Gj) := by positivity
  have hone := sqrt_sq hnn
  rw [hsq, sqrt_one] at hone
  rw [eq_div_iff hs.ne']
  linear_combination (-G) * hone
```

## Neighbouring projectors

For $j=i+1$ put $x=l+2i-\tfrac12$, positive because $i\ge1$. The Gamma arguments are $x+1$, $x$ and $x+2$, and $\Gamma(x+1)=x\Gamma(x)$ gives
$$\frac{x\Gamma(x)}{\sqrt{\Gamma(x)\,(x+1)x\,\Gamma(x)}}=\sqrt{\frac{x}{x+1}}=\sqrt{\frac{2l+4i-1}{2l+4i+1}}.$$
`overlap_neighbour` applies `Gamma_add_one` twice, and `e4` writes $x/(x+1)$ as the squared numerator over the radicand.

```lean
/-- For `a > 0` and `i ≥ 1`, positive normalised projectors `i` and `i+1` have overlap `√((2l+4i-1)/(2l+4i+1))`. -/
theorem overlap_neighbour {a : ℝ} (ha : 0 < a) {l i : ℕ} (hi : 1 ≤ i) {p q : ℝ → ℝ}
    (hp : IsGaussProjector a l i p) (hq : IsGaussProjector a l (i + 1) q) :
    overlap p q = √((2 * (l : ℝ) + 4 * i - 1) / (2 * (l : ℝ) + 4 * i + 1)) := by
  have hl : (0 : ℝ) ≤ l := Nat.cast_nonneg l
  have hi' : (1 : ℝ) ≤ i := by exact_mod_cast hi
  obtain ⟨x, hx⟩ : ∃ x : ℝ, x = (l : ℝ) + 2 * i - 1 / 2 := ⟨_, rfl⟩
  have hx0 : 0 < x := by linarith
  have hx1 : 0 < x + 1 := by linarith
  have hden : 0 < 2 * (l : ℝ) + 4 * i + 1 := by linarith
  have hG : 0 < Gamma x := Gamma_pos_of_pos hx0
  have e1 : (l : ℝ) + i + ((i + 1 : ℕ) : ℝ) - 1 / 2 = x + 1 := by
    push_cast
    linarith
  have e2 : (l : ℝ) + 2 * ((i + 1 : ℕ) : ℝ) - 1 / 2 = x + 1 + 1 := by
    push_cast
    linarith
  have e3 : (2 * (l : ℝ) + 4 * i - 1) / (2 * (l : ℝ) + 4 * i + 1) = x / (x + 1) := by
    rw [div_eq_div_iff hden.ne' hx1.ne', hx]
    ring
  -- the recurrence `Γ(x+1) = x Γ(x)` reduces all three Gamma values to `Γ(x)`
  rw [overlap_projector ha hi (Nat.le_add_left 1 i) hp hq, e1, e2, e3, ← hx,
    Gamma_add_one hx1.ne', Gamma_add_one hx0.ne']
  generalize Gamma x = G at hG ⊢
  have e4 : x / (x + 1) = (x * G) ^ 2 / (G * ((x + 1) * (x * G))) := by
    rw [div_eq_div_iff hx1.ne' (mul_pos hG (mul_pos hx1 (mul_pos hx0 hG))).ne']
    ring
  rw [e4, sqrt_div (sq_nonneg _), sqrt_sq (mul_pos hx0 hG).le]
```

For $l=0$ and $i=1$ one has $x=3/2$, so the positive normalised Gaussian projectors 1 and 2 with a common radius $a>0$ have overlap $\sqrt{3/5}$.

```lean
/-- The first two projectors of the `l = 0` channel have overlap `√(3/5)`. -/
theorem overlap_s_one_two {a : ℝ} (ha : 0 < a) {p q : ℝ → ℝ}
    (hp : IsGaussProjector a 0 1 p) (hq : IsGaussProjector a 0 2 q) :
    overlap p q = √(3 / 5) := by
  rw [overlap_neighbour ha le_rfl hp hq]
  congr 1
  norm_num
```

## Explicit constant

Solving $c^2a^{2l+4i-1}\Gamma_i/2=1$ with $c>0$ gives $c=\sqrt2/\big(a^{l+2i-1/2}\sqrt{\Gamma_i}\big)$. `isGaussProjector_witness` shows that this choice satisfies `IsGaussProjector` for every $a>0$, $l$ and $i\ge1$; `hX` squares the real power of $a$ and `h3` the whole denominator.

```lean
/-- For `a > 0` and `i ≥ 1` the explicit projector is a positive normalised Gaussian
projector. -/
theorem isGaussProjector_witness {a : ℝ} (ha : 0 < a) (l : ℕ) {i : ℕ} (hi : 1 ≤ i) :
    IsGaussProjector a l i (explicitProjector a l i) := by
  have hl : (0 : ℝ) ≤ l := Nat.cast_nonneg l
  have hi' : (1 : ℝ) ≤ i := by exact_mod_cast hi
  have hG : 0 < Gamma ((l : ℝ) + 2 * i - 1 / 2) := Gamma_pos_of_pos (by linarith)
  have h : ∀ r, 0 < r → explicitProjector a l i r = normConst a l i * shape a l i r :=
    fun _ _ => rfl
  have ei : (l : ℝ) + i + i - 1 / 2 = l + 2 * i - 1 / 2 := by ring
  have hX : a ^ ((l : ℝ) + 2 * i - 1 / 2) * a ^ ((l : ℝ) + 2 * i - 1 / 2)
      = a ^ (2 * (l + i + i)) / a := by
    rw [← rpow_add ha, ← rpow_natCast a (2 * (l + i + i)), ← rpow_sub_one ha.ne']
    congr 1
    push_cast
    ring
  refine ⟨normConst a l i, ?_, h, ?_⟩
  · exact div_pos (sqrt_pos.mpr two_pos) (mul_pos (rpow_pos_of_pos ha _) (sqrt_pos.mpr hG))
  · rw [overlap_scale h h, overlap_shape ha l hi hi, ei]
    unfold normConst
    generalize Gamma ((l : ℝ) + 2 * i - 1 / 2) = G at hG ⊢
    generalize a ^ ((l : ℝ) + 2 * i - 1 / 2) = X at hX ⊢
    have h3 : X * √G * (X * √G) = a ^ (2 * (l + i + i)) / a * G := by
      rw [mul_mul_mul_comm, mul_self_sqrt hG.le, hX]
    rw [div_mul_div_comm, mul_self_sqrt zero_le_two, h3]
    have hP : 0 < a ^ (2 * (l + i + i)) := pow_pos ha _
    generalize a ^ (2 * (l + i + i)) = P at hP ⊢
    field_simp

end

end GaussianProjectors
```

```lean
#print axioms GaussianProjectors.shape_integrable
#print axioms GaussianProjectors.overlap_projector
#print axioms GaussianProjectors.overlap_s_one_two
```

```
'GaussianProjectors.shape_integrable' depends on axioms: [propext, Classical.choice, Quot.sound]
'GaussianProjectors.overlap_projector' depends on axioms: [propext, Classical.choice, Quot.sound]
'GaussianProjectors.overlap_s_one_two' depends on axioms: [propext, Classical.choice, Quot.sound]
```
